# Term splittings of d² in Racah's B and C: when ³F is lowest and when ¹D lies below ³P

Take two p electrons in the same shell, coupled to total orbital angular momentum $L=0,1,2$. Their repulsion depends on $L$ through $f_2(L)\,F^2$, where $F^2$ is a radial (Slater) integral and

$$f_k(L)=(-1)^L(2l+1)^2\begin{pmatrix}l&k&l\\0&0&0\end{pmatrix}^2\begin{Bmatrix}l&l&L\\l&l&k\end{Bmatrix}$$

is the angular coefficient for orbital angular momentum $l$ and multipole order $k$. For $l=1$, $k=2$, Racah's sum for each symbol has a single term. The squared 3j symbol is $\left(2/\sqrt{30}\right)^2=2/15$, and the 6j symbols are $30/90$, $120/720$ and $30/900$, that is $1/3$, $1/6$ and $1/30$. Hence $25f_2=10,-5,1$. The square roots have gone, and for $F^2>0$ the term ³P ($L=1$) is lowest.

For two d electrons the same evaluation gives $49f_2=14,7,-3,-8,4$ and $441f_4=126,-84,36,-9,1$ for $L=0,\dots,4$. With Racah's parameters $B$ and $C$, ³P lies $15B$ above ³F, ³F is lowest if $B,C>0$, and ¹D lies below ³P exactly when $C<5B$. These are the free-ion splittings that enter atomic-structure and ligand-field calculations, here for a single d² configuration without spin–orbit coupling.

## Equivalent electrons: one l in every symbol

Physically, both electrons occupy the same shell. By hand, this puts the same $l$ in every slot of $f_k$ except those of $k$ and $L$. For electrons in different shells, exchange integrals appear beside the $F^k$.

```lean
import Mathlib

open Finset
open scoped Nat

namespace SlaterCoefficients
```

Write $\Delta(abc)$ for the squared triangle factor, `triangle`. It vanishes when the triangle rule fails.

```lean
/-- The squared triangle factor of three integer angular momenta; it is zero when they
violate the triangle rule. -/
def triangle (a b c : ℕ) : ℚ :=
  if a ≤ b + c ∧ b ≤ a + c ∧ c ≤ a + b then
    (((a + b - c)! * (a + c - b)! * (b + c - a)! : ℕ) : ℚ) / (((a + b + c + 1)! : ℕ) : ℚ)
  else 0
```

The symbols are defined by Racah's finite sums for integer angular momenta. When the triangle rule holds, the summation limits keep every factorial argument non-negative; when it fails, a factor $\Delta=0$ makes the symbol zero.

```lean
/-- Racah's alternating sum in the 3j symbol with zero projections. If `c ≤ a + b`, it runs over all
`t` for which every factorial has a non-negative argument. -/
def threeJSum (a b c : ℕ) : ℚ :=
  ∑ t ∈ Icc (max (b - c) (a - c)) (min (a + b - c) (min a b)),
    (-1 : ℚ) ^ t / (((t)! * (c + t - b)! * (c + t - a)! * (a + b - c - t)! *
      (a - t)! * (b - t)! : ℕ) : ℚ)

/-- The 3j symbol `(a b c; 0 0 0)` for integer angular momenta. -/
noncomputable def threeJ (a b c : ℕ) : ℝ :=
  (-1) ^ (a + b) * Real.sqrt (triangle a b c : ℝ) * (((a)! * (b)! * (c)! : ℕ) : ℝ) *
    (threeJSum a b c : ℝ)

/-- Racah's alternating sum in the 6j symbol, over all `t` for which every factorial has a
non-negative argument. -/
def sixJSum (a b c d e f : ℕ) : ℚ :=
  ∑ t ∈ Icc (max (max (a + b + c) (a + e + f)) (max (d + b + f) (d + e + c)))
      (min (min (a + b + d + e) (b + c + e + f)) (a + c + d + f)),
    (-1 : ℚ) ^ t * (((t + 1)! : ℕ) : ℚ) /
      (((t - (a + b + c))! * (t - (a + e + f))! * (t - (d + b + f))! * (t - (d + e + c))! *
        (a + b + d + e - t)! * (b + c + e + f - t)! * (a + c + d + f - t)! : ℕ) : ℚ)

/-- The 6j symbol `{a b c; d e f}` for integer angular momenta. -/
noncomputable def sixJ (a b c d e f : ℕ) : ℝ :=
  Real.sqrt ((triangle a b c * triangle a e f * triangle d b f * triangle d e c : ℚ) : ℝ) *
    (sixJSum a b c d e f : ℝ)
```

`slaterCoeff l k L` is $f_k(L)$ as a real number, and `slaterRat` is the expression left after the roots have been removed. The formula for $f_k$ is the starting point; it is not derived here from the $1/r_{12}$ interaction.

```lean
/-- The angular coefficient `f_k(L)` of the Slater integral `F^k` for two equivalent
electrons of orbital angular momentum `l` coupled to total `L`. -/
noncomputable def slaterCoeff (l k L : ℕ) : ℝ :=
  (-1) ^ L * (2 * (l : ℝ) + 1) ^ 2 * threeJ l k l ^ 2 * sixJ l l L l l k

/-- The expression for `f_k(L)` without square roots. -/
def slaterRat (l k L : ℕ) : ℚ :=
  (-1) ^ L * (2 * (l : ℚ) + 1) ^ 2 *
    (triangle l k l * (((l)! * (k)! * (l)! : ℕ) : ℚ) ^ 2 * threeJSum l k l ^ 2) *
    (triangle l l L * triangle l l k * sixJSum l l L l l k)
```

## One radial function, represented by free numbers

In an atom, and in atomic units, $F^k$ is the integral of $r_<^k/r_>^{k+1}$ over two copies of the radial density, where $r_<$ and $r_>$ are the smaller and larger of the two radii. In the Lean code, `F` is any real sequence, so the signs of $B$ and $C$ have to be assumed where they are needed. `termEnergy` sums over all $k$ from $0$ to $2l$, odd values included, and leaves out one-electron energies, which are common to all terms.

```lean
/-- The electrostatic energy of the term `L` of two equivalent electrons, with Slater
integrals `F k`. -/
noncomputable def termEnergy (l : ℕ) (F : ℕ → ℝ) (L : ℕ) : ℝ :=
  ∑ k ∈ range (2 * l + 1), slaterCoeff l k L * F k
```

$B=F^2/49-5F^4/441$ and $C=35F^4/441$ are fixed combinations of the integrals.

```lean
/-- Racah's parameter `B` of a d shell in terms of the Slater integrals. -/
noncomputable def racahB (F : ℕ → ℝ) : ℝ := F 2 / 49 - 5 * F 4 / 441

/-- Racah's parameter `C` of a d shell in terms of the Slater integrals. -/
noncomputable def racahC (F : ℕ → ℝ) : ℝ := 35 * F 4 / 441
```

Since $r_</r_>\le1$, an actual radial function has $F^2>F^4>0$, which makes both $B$ and $C$ positive.

## Rational coefficients for every l, k and L

The cancellation of the roots needs no condition on the numbers. The 3j symbol enters squared. In the 6j symbol the four triangle factors are $\Delta(llL)$ and $\Delta(llk)$, each occurring twice, so the root of their product is $\Delta(llL)\,\Delta(llk)$. This last step uses $\Delta\ge0$, which is the first lemma.

```lean
/-- The squared triangle factor is never negative. -/
theorem triangle_nonneg (a b c : ℕ) : 0 ≤ triangle a b c := by
  unfold triangle
  split_ifs
  · positivity
  · exact le_rfl
```

In the next proof, `h3` treats the squared 3j symbol and `h6` the paired factors.

```lean
/-- All square roots cancel in `f_k(L)`, which is therefore a rational number. -/
theorem slaterCoeff_eq_rat (l k L : ℕ) : slaterCoeff l k L = (slaterRat l k L : ℝ) := by
  -- the 3j symbol enters squared
  have h3 : threeJ l k l ^ 2 = ((triangle l k l * (((l)! * (k)! * (l)! : ℕ) : ℚ) ^ 2 *
      threeJSum l k l ^ 2 : ℚ) : ℝ) := by
    have hp : ((-1 : ℝ) ^ (l + k)) ^ 2 = 1 := by
      rw [← pow_mul, mul_comm, pow_mul]
      norm_num
    have hs : Real.sqrt (triangle l k l : ℝ) ^ 2 = (triangle l k l : ℝ) :=
      Real.sq_sqrt (by exact_mod_cast triangle_nonneg l k l)
    calc threeJ l k l ^ 2
        = ((-1 : ℝ) ^ (l + k)) ^ 2 * Real.sqrt (triangle l k l : ℝ) ^ 2 *
            (((l)! * (k)! * (l)! : ℕ) : ℝ) ^ 2 * (threeJSum l k l : ℝ) ^ 2 := by
          unfold threeJ
          simp only [mul_pow]
      _ = _ := by
          rw [hp, hs, one_mul]
          push_cast
          ring
  -- in the 6j symbol each triangle factor occurs twice
  have h6 : sixJ l l L l l k =
      ((triangle l l L * triangle l l k : ℚ) : ℝ) * (sixJSum l l L l l k : ℝ) := by
    have hq : ((triangle l l L * triangle l l k * triangle l l k * triangle l l L : ℚ) : ℝ)
        = ((triangle l l L * triangle l l k : ℚ) : ℝ) ^ 2 := by
      push_cast
      ring
    have hn : (0 : ℝ) ≤ ((triangle l l L * triangle l l k : ℚ) : ℝ) := by
      exact_mod_cast mul_nonneg (triangle_nonneg l l L) (triangle_nonneg l l k)
    rw [sixJ, hq, Real.sqrt_sq hn]
  rw [slaterCoeff, h3, h6, slaterRat]
  push_cast
  ring
```

With the roots gone, each table entry is a finite computation with fractions, which `decide +kernel` carries out on `slaterRat`. The p² values come first.

```lean
/-- For two p electrons, `25 f_2 = 10, -5, 1` for `L = 0, 1, 2`. -/
theorem slaterCoeff_p_two : 25 * slaterCoeff 1 2 0 = 10 ∧ 25 * slaterCoeff 1 2 1 = -5 ∧
    25 * slaterCoeff 1 2 2 = 1 := by
  have h : slaterRat 1 2 0 = 10 / 25 ∧ slaterRat 1 2 1 = -5 / 25 ∧
      slaterRat 1 2 2 = 1 / 25 := by decide +kernel
  obtain ⟨h0, h1, h2⟩ := h
  simp only [slaterCoeff_eq_rat, h0, h1, h2]
  norm_num
```

For d², $\Delta(22L)=\tfrac15,\tfrac1{120},\tfrac1{630},\tfrac1{1120},\tfrac1{630}$ for $L=0,\dots,4$. The 3j sum is

$$T_k=\sum_t\frac{(-1)^t}{t!^2\,(k-t)!^2\,(2-t)!\,(2+t-k)!}.$$

It gives $T_2=\tfrac18-1+\tfrac18=-\tfrac34$ and $T_4=\tfrac1{16}$. The squared 3j symbol is $\Delta(2k2)\,(2!\,k!\,2!)^2\,T_k^2$, which equals $36/630=2/35$ in both cases. Therefore $f_k(L)=\tfrac{10}{7}(-1)^L\{22L;22k\}$ for $k=2,4$. The 6j sum is

$$S=\sum_t\frac{(-1)^t(t+1)!}{(t-4-L)!^2\,(t-4-k)!^2\,(8-t)!\,(4+L+k-t)!^2}.$$

For $k=2$ its terms are:

| $L$ | $S$ | $\{22L;222\}=\Delta(22L)\,\Delta(222)\,S$ | $49f_2$ |
|---|---|---|---|
| 0 | $630$ | $1/5$ | $14$ |
| 1 | $2520-10080$ | $-1/10$ | $7$ |
| 2 | $630-40320+22680$ | $-3/70$ | $-3$ |
| 3 | $-10080+90720$ | $4/35$ | $-8$ |
| 4 | $22680$ | $2/35$ | $4$ |

```lean
/-- For two d electrons, `49 f_2 = 14, 7, -3, -8, 4` for `L = 0, 1, 2, 3, 4`. -/
theorem slaterCoeff_d_two : 49 * slaterCoeff 2 2 0 = 14 ∧ 49 * slaterCoeff 2 2 1 = 7 ∧
    49 * slaterCoeff 2 2 2 = -3 ∧ 49 * slaterCoeff 2 2 3 = -8 ∧
    49 * slaterCoeff 2 2 4 = 4 := by
  have h : slaterRat 2 2 0 = 14 / 49 ∧ slaterRat 2 2 1 = 7 / 49 ∧ slaterRat 2 2 2 = -3 / 49 ∧
      slaterRat 2 2 3 = -8 / 49 ∧ slaterRat 2 2 4 = 4 / 49 := by decide +kernel
  obtain ⟨h0, h1, h2, h3, h4⟩ := h
  simp only [slaterCoeff_eq_rat, h0, h1, h2, h3, h4]
  norm_num
```

For $k=4$ only $t=8$ survives, and the symbol is $576/[(4-L)!\,(5+L)!]=\tfrac15,\tfrac2{15},\tfrac2{35},\tfrac1{70},\tfrac1{630}$. Multiplying by $441\cdot\tfrac{10}7(-1)^L=630\,(-1)^L$ gives $126,-84,36,-9,1$.

```lean
/-- For two d electrons, `441 f_4 = 126, -84, 36, -9, 1` for `L = 0, 1, 2, 3, 4`. -/
theorem slaterCoeff_d_four : 441 * slaterCoeff 2 4 0 = 126 ∧ 441 * slaterCoeff 2 4 1 = -84 ∧
    441 * slaterCoeff 2 4 2 = 36 ∧ 441 * slaterCoeff 2 4 3 = -9 ∧
    441 * slaterCoeff 2 4 4 = 1 := by
  have h : slaterRat 2 4 0 = 126 / 441 ∧ slaterRat 2 4 1 = -84 / 441 ∧
      slaterRat 2 4 2 = 36 / 441 ∧ slaterRat 2 4 3 = -9 / 441 ∧
      slaterRat 2 4 4 = 1 / 441 := by decide +kernel
  obtain ⟨h0, h1, h2, h3, h4⟩ := h
  simp only [slaterCoeff_eq_rat, h0, h1, h2, h3, h4]
  norm_num
```

## L ≤ 4: the values two d electrons can reach

Two angular momenta of 2 couple to at most $L=4$. Antisymmetry makes even $L$ singlets (¹S, ¹D, ¹G) and odd $L$ triplets (³P, ³F). Spin does not occur in the Lean statements, where a term is labelled by $L$ alone.

By hand, the bound is used for $k=0$. The 3j symbol squared is $1/5$, and the only term of the 6j sum, $t=4+L$, gives $(-1)^L/5$, so $f_0=25\cdot\tfrac15\cdot\tfrac15=1$. Odd $k$ drop out because $t\mapsto k-t$ reverses the sign of every term of $T_k$. In the proof, `hL` selects the given $L$ from a check over all $L<5$.

```lean
/-- For two d electrons with `L ≤ 4`, the integral `F^0` enters with coefficient one and the
odd integrals drop out. -/
theorem termEnergy_d (F : ℕ → ℝ) (L : ℕ) (hL : L ≤ 4) :
    termEnergy 2 F L = F 0 + slaterCoeff 2 2 L * F 2 + slaterCoeff 2 4 L * F 4 := by
  have h : ∀ L < 5, slaterRat 2 0 L = 1 ∧ slaterRat 2 1 L = 0 ∧ slaterRat 2 3 L = 0 := by
    decide +kernel
  obtain ⟨r0, r1, r3⟩ := h L (by omega)
  have h0 : slaterCoeff 2 0 L = 1 := by rw [slaterCoeff_eq_rat, r0, Rat.cast_one]
  have h1 : slaterCoeff 2 1 L = 0 := by rw [slaterCoeff_eq_rat, r1, Rat.cast_zero]
  have h3 : slaterCoeff 2 3 L = 0 := by rw [slaterCoeff_eq_rat, r3, Rat.cast_zero]
  rw [termEnergy, show 2 * 2 + 1 = 5 from rfl]
  simp only [Finset.sum_range_succ, Finset.sum_range_zero, h0, h1, h3]
  ring
```

At $L=5$ the triangle factor makes every coefficient zero, so `termEnergy` is $0$ while the right-hand side is $F^0$. The identity then fails whenever $F^0\neq0$.

Subtracting the ³F row from the others gives the gaps:

$$\begin{aligned}
E(^1S)-E(^3F)&=\tfrac{22}{49}F^2+\tfrac{135}{441}F^4=22B+7C,\\
E(^3P)-E(^3F)&=\tfrac{15}{49}F^2-\tfrac{75}{441}F^4=15B,\\
E(^1D)-E(^3F)&=\tfrac{5}{49}F^2+\tfrac{45}{441}F^4=5B+2C,\\
E(^1G)-E(^3F)&=\tfrac{12}{49}F^2+\tfrac{10}{441}F^4=12B+2C.
\end{aligned}$$

Each `linear_combination` line is one of these subtractions, with the table entries as input.

```lean
/-- The energies of ¹S, ³P, ¹D and ¹G of d² above ³F are `22B + 7C`, `15B`, `5B + 2C` and
`12B + 2C`. -/
theorem gaps_above_threeF (F : ℕ → ℝ) :
    termEnergy 2 F 0 - termEnergy 2 F 3 = 22 * racahB F + 7 * racahC F ∧
    termEnergy 2 F 1 - termEnergy 2 F 3 = 15 * racahB F ∧
    termEnergy 2 F 2 - termEnergy 2 F 3 = 5 * racahB F + 2 * racahC F ∧
    termEnergy 2 F 4 - termEnergy 2 F 3 = 12 * racahB F + 2 * racahC F := by
  obtain ⟨a0, a1, a2, a3, a4⟩ := slaterCoeff_d_two
  obtain ⟨b0, b1, b2, b3, b4⟩ := slaterCoeff_d_four
  rw [termEnergy_d F 0 (by norm_num), termEnergy_d F 1 (by norm_num),
    termEnergy_d F 2 (by norm_num), termEnergy_d F 3 (by norm_num),
    termEnergy_d F 4 (by norm_num)]
  unfold racahB racahC
  refine ⟨?_, ?_, ?_, ?_⟩
  · linear_combination (a0 - a3) * F 2 / 49 + (b0 - b3) * F 4 / 441
  · linear_combination (a1 - a3) * F 2 / 49 + (b1 - b3) * F 4 / 441
  · linear_combination (a2 - a3) * F 2 / 49 + (b2 - b3) * F 4 / 441
  · linear_combination (a4 - a3) * F 2 / 49 + (b4 - b3) * F 4 / 441
```

## B > 0 and 5B + 2C > 0: ³F strictly lowest

The first condition says that ³P lies above ³F, the second that ¹D does. The other two gaps follow from them:

$$12B+2C=7B+(5B+2C),\qquad 22B+7C=\tfrac92B+\tfrac72(5B+2C).$$

The two conditions are therefore sufficient, and they are necessary because they are themselves gaps up to a positive factor. In the proof, the forward direction evaluates the assumption at $L=1$ and $L=2$. The converse runs through the values of $L$ with `interval_cases` and leaves the inequalities to `linarith`. The condition `L ≠ 3` only keeps ³F from being compared with itself.

```lean
/-- The term ³F of d² lies strictly below all others exactly when `B > 0` and
`5B + 2C > 0`. -/
theorem threeF_lowest_iff (F : ℕ → ℝ) :
    (∀ L ≤ 4, L ≠ 3 → termEnergy 2 F 3 < termEnergy 2 F L) ↔
      0 < racahB F ∧ 0 < 5 * racahB F + 2 * racahC F := by
  obtain ⟨g0, g1, g2, g4⟩ := gaps_above_threeF F
  constructor
  · intro h
    have h1 := h 1 (by norm_num) (by norm_num)
    have h2 := h 2 (by norm_num) (by norm_num)
    constructor <;> linarith
  · rintro ⟨hB, hC⟩ L hL h3
    interval_cases L
    · linarith
    · linarith
    · linarith
    · exact absurd rfl h3
    · linarith
```

If $B=0$ and $C>0$, ³P and ³F are degenerate. If $B>0$, ³F stays lowest even for a negative $C$ as long as $C>-\tfrac52B$; at $C=-\tfrac52B$, ¹D meets ³F. The familiar assumption $B,C>0$ is thus stronger than the algebra needs. These borderline cases concern free numbers $F^k$ only: an actual radial function has $B,C>0$, so in this model it always puts ³F lowest.

## C < 5B: the order of ¹D and ³P

Subtracting two gaps gives $E(^1D)-E(^3P)=2C-10B$, which is negative exactly when $C<5B$. No sign of $B$ or $C$ is assumed for this. In terms of the integrals the condition reads $F^4<\tfrac34F^2$, so the shape of the radial function decides it, and $F^4<F^2$ alone is not enough. At $C=5B$ the two terms coincide.

The angular numbers are fixed once, and a new radial function enters these splittings only through $F^2$ and $F^4$. Suppose it gives $F^2=9.8$ eV and $F^4=6.174$ eV, values chosen for illustration. Then $B=0.2-0.07=0.13$ eV and $C=0.49$ eV, which is below $5B=0.65$ eV. Above ³F one finds ¹D at $1.63$ eV, ³P at $1.95$ eV, ¹G at $2.54$ eV and ¹S at $6.29$ eV.

The last theorem collects the three spectroscopic statements. Its second part passes from $B,C>0$ to the weaker pair of conditions above, and its third compares the gaps `g1` and `g2`.

```lean
/-- In d², ³P lies `15B` above ³F, ³F is the lowest term if `B` and `C` are positive, and
¹D lies below ³P exactly when `C < 5B`. -/
theorem d_two_term_order (F : ℕ → ℝ) :
    termEnergy 2 F 1 - termEnergy 2 F 3 = 15 * racahB F ∧
    (0 < racahB F → 0 < racahC F →
      ∀ L ≤ 4, L ≠ 3 → termEnergy 2 F 3 < termEnergy 2 F L) ∧
    (termEnergy 2 F 2 < termEnergy 2 F 1 ↔ racahC F < 5 * racahB F) := by
  obtain ⟨_, g1, g2, _⟩ := gaps_above_threeF F
  refine ⟨g1, fun hB hC => (threeF_lowest_iff F).2 ⟨hB, by linarith⟩, ?_⟩
  -- the difference of the two gaps is 2C - 10B
  constructor <;> intro h <;> linarith

end SlaterCoefficients
```

```lean
#print axioms SlaterCoefficients.slaterCoeff_p_two
-- 'SlaterCoefficients.slaterCoeff_p_two' depends on axioms: [propext, Classical.choice, Quot.sound]
#print axioms SlaterCoefficients.d_two_term_order
-- 'SlaterCoefficients.d_two_term_order' depends on axioms: [propext, Classical.choice, Quot.sound]
```
